# Minimum energy $-n\cos(\pi/n)$ of a frustrated ring of planar unit spins with couplings $\pm1$

After a numerical energy minimisation of classical planar spins on a closed loop, the configuration reached may be a ground state or only a local minimum. For an isolated loop with bonds of equal strength and an odd number of antiferromagnetic ones, the energy can be compared with an exact value.

## Energy of the frustrated ring

Put unit vectors $s_x$ in the plane on sites $x=0,\dots,n-1$, with $n\ge3$ and $s_n=s_0$. The energy is

$$E=-\sum_x J_x\langle s_x,s_{x+1}\rangle,\qquad J_x=\pm1,\qquad \prod_x J_x=-1 .$$

A bond with $J_x=1$ is ferromagnetic and one with $J_x=-1$ antiferromagnetic. The product condition expresses frustration: no configuration satisfies every bond. The claim is

$$\min E=-n\cos(\pi/n),\qquad -n<\min E<-(n-2).$$

The number $-(n-2)$ is the minimum for Ising spins $\sigma_x=\pm1$. Since $\prod_x J_x\sigma_x\sigma_{x+1}=-1$, at least one bond is violated, and $\sigma_k=\prod_{j<k}J_j$ for $k<n$ violates only the last.

## Lower bound by completing squares

**Removing the couplings.** Let $g_k=\prod_{j<k}J_j$ and $t_k=g_ks_k$ for $0\le k\le n$. As $g_k^2=1$ and $g_{k+1}=g_kJ_k$,

$$\langle t_k,t_{k+1}\rangle=J_k\langle s_k,s_{k+1}\rangle,\qquad t_n=g_ns_0=-t_0 .$$

All bonds are now ferromagnetic, and the frustration sits in the antiperiodic condition.

**Open chain.** For $\theta>0$ and $m\ge0$ define

$$Q_m=\sum_{k=0}^{m}\left[\cos\theta\,(|t_k|^2+|t_{k+1}|^2)-2\langle t_k,t_{k+1}\rangle\right].$$

If $\alpha=(m+1)\theta<\pi$, then

$$\sin\alpha\;Q_m\ge\sin\theta\left[\cos\alpha\,(|t_0|^2+|t_{m+1}|^2)-2\langle t_0,t_{m+1}\rangle\right].$$

For $m=0$ both sides are equal. For the step to $m+1$, assume $\alpha+\theta<\pi$ and write $a=t_0$, $b=t_{m+1}$, $d=t_{m+2}$, $S=\sin\alpha$, $S'=\sin(\alpha+\theta)$. Multiply the new inequality by $S>0$ and insert the old one, multiplied by $S'>0$. The left side minus the right side is then at least

$$\begin{aligned}
&S'\sin\theta\,[\cos\alpha(|a|^2+|b|^2)-2\langle a,b\rangle]+SS'[\cos\theta(|b|^2+|d|^2)-2\langle b,d\rangle]\\
&\quad-S\sin\theta\,[\cos(\alpha+\theta)(|a|^2+|d|^2)-2\langle a,d\rangle]
=|S'b-Sd-\sin\theta\,a|^2\ge0 .
\end{aligned}$$

By the addition formulas, the coefficients of $|a|^2,|b|^2,|d|^2$ are $\sin^2\theta,S'^2,S^2$. Dividing by $S$ completes the step.

**Closing the ring.** Take $\theta=\pi/n$ and $m=n-2$. Then $\alpha=\pi-\theta$, so $\sin\alpha=\sin\theta$ and $\cos\alpha=-\cos\theta$. Division by $\sin\theta>0$ gives

$$Q_{n-2}\ge-\cos\theta\,(|t_0|^2+|t_{n-1}|^2)-2\langle t_0,t_{n-1}\rangle .$$

In $Q_{n-2}$ every $|t_k|^2$ occurs twice, except those at the two ends. Moving the end terms across and using $\langle t_{n-1},t_n\rangle=-\langle t_0,t_{n-1}\rangle$ yields

$$\sum_{k=0}^{n-1}\langle t_k,t_{k+1}\rangle\le\cos(\pi/n)\sum_{k=0}^{n-1}|t_k|^2 .$$

For unit spins the right side is $n\cos(\pi/n)$, hence $E\ge-n\cos(\pi/n)$.

## A spiral that attains the bound

For orthonormal $e,f$ let $u(a)=\cos a\,e+\sin a\,f$ and $s_k=g_ku(k\pi/n)$. At $k=n$ this gives $-u(\pi)=e=s_0$, so the ring closes. Every bond contributes $J_k\langle s_k,s_{k+1}\rangle=\cos(\pi/n)$, and $E=-n\cos(\pi/n)$.

This exceeds $-n$ because $\cos(\pi/n)<1$. From $\cos x\ge1-x^2/2$,

$$n\cos(\pi/n)\ge n-\frac{\pi^2}{2n}\ge n-\frac{\pi^2}{6}>n-2 ,$$

since $n\ge3$ and $\pi^2<12$.

**The antiferromagnetic triangle.** For $n=3$ and all $J_x=-1$, the factors $g_0,g_1,g_2$ are $1,-1,1$. The spins point at $0^\circ,240^\circ,120^\circ$, each pair has inner product $-1/2$, and $E=-3/2$, between $-3$ and $-1$.

**Two sites.** For $n=2$ the same pair is joined by two bonds of opposite sign. Every energy is $0=-2\cos(\pi/2)$, which equals $-(n-2)$, so the strict comparison with the Ising value starts at $n=3$.

## The ring and its energy in Lean

Spins take values in a real inner product space `V`, and sites are elements of `ZMod n`, where `x + 1` closes the ring.

```lean
import Mathlib

open scoped Real InnerProductSpace
open Finset (range)

namespace FrustratedVectorRing

noncomputable section

variable {V : Type*} [NormedAddCommGroup V] [InnerProductSpace ℝ V]
variable {n : ℕ} [NeZero n]
```

Each bond is counted once, and positive `J` is ferromagnetic.

```lean
/-- Energy of classical vector spins `s` on a ring of `n` sites, where the coupling `J x`
joins site `x` to site `x + 1`. -/
def energy (J : ZMod n → ℝ) (s : ZMod n → V) : ℝ :=
  -∑ x, J x * ⟪s x, s (x + 1)⟫_ℝ
```

The name `gauge` refers to the site-dependent sign $g_k$, not to an electromagnetic gauge.

```lean
/-- The gauge factor at site `k`: the product of the couplings `J j` with `j < k`. -/
def gauge (J : ZMod n → ℝ) (k : ℕ) : ℝ := ∏ j ∈ range k, J (j : ZMod n)
```

The next definition is $u(a)$.

```lean
/-- The vector at angle `a` from `e` towards `f`, for orthonormal `e` and `f`. -/
def direction (e f : V) (a : ℝ) : V := Real.cos a • e + Real.sin a • f
```

The configuration called `spiral` includes the signs $g_k$, so its spins need not turn uniformly.

```lean
/-- The spiral that turns by `π / n` from site to site, with each spin multiplied by its
gauge factor. -/
def spiral (J : ZMod n → ℝ) (e f : V) (x : ZMod n) : V :=
  gauge J x.val • direction e f (x.val * (π / n))
```

## From ring sums to chain sums

Two lemmas translate between `ZMod n` and the labels $0,\dots,n-1$, for sums and for the product of all couplings.

```lean
/-- A sum over the sites of the ring is a sum over the labels `0, ..., n - 1`. -/
theorem sum_sites (f : ZMod n → ℝ) : ∑ x, f x = ∑ k ∈ range n, f (k : ZMod n) := by
  symm
  exact Finset.sum_nbij' (fun k : ℕ => (k : ZMod n)) ZMod.val
    (fun _ _ => Finset.mem_univ _) (fun x _ => Finset.mem_range.2 (ZMod.val_lt x))
    (fun k hk => ZMod.val_cast_of_lt (Finset.mem_range.1 hk))
    (fun x _ => ZMod.natCast_zmod_val x) (fun _ _ => rfl)

/-- Once around the ring, the gauge factor is the product of all couplings. -/
theorem gauge_full (J : ZMod n → ℝ) : gauge J n = ∏ x, J x :=
  Finset.prod_nbij' (fun k : ℕ => (k : ZMod n)) ZMod.val
    (fun _ _ => Finset.mem_univ _) (fun x _ => Finset.mem_range.2 (ZMod.val_lt x))
    (fun _ hk => ZMod.val_cast_of_lt (Finset.mem_range.1 hk))
    (fun x _ => ZMod.natCast_zmod_val x) (fun _ _ => rfl)
```

The third is $g_k^2=1$.

```lean
omit [NeZero n] in
/-- For couplings `1` or `-1`, every gauge factor squares to one. -/
theorem gauge_sq {J : ZMod n → ℝ} (hJ : ∀ x, J x = 1 ∨ J x = -1) (k : ℕ) :
    gauge J k ^ 2 = 1 := by
  rw [gauge, ← Finset.prod_pow]
  refine Finset.prod_eq_one fun j _ => ?_
  rcases hJ (j : ZMod n) with h | h <;> rw [h] <;> norm_num
```

## The chain inequality and its closure

The induction runs over `m`, for a chain of `m + 1` bonds. Here `square` expands $|xb-yd-za|^2\ge0$, `hQ` inserts the three sines, and `h1` and `h2` supply $\sin^2+\cos^2=1$. The positive factor $S$ is cancelled by `le_of_mul_le_mul_left`.

```lean
/-- An open chain of `m + 1` bonds with `0 < θ` and `(m + 1) θ < π`: its quadratic form is
bounded below by an expression in the two end spins alone. -/
theorem open_chain_bound {θ : ℝ} (hθ : 0 < θ) (t : ℕ → V) (m : ℕ)
    (hm : ((m : ℝ) + 1) * θ < π) :
    Real.sin θ * (Real.cos (((m : ℝ) + 1) * θ) * (‖t 0‖ ^ 2 + ‖t (m + 1)‖ ^ 2)
        - 2 * ⟪t 0, t (m + 1)⟫_ℝ)
      ≤ Real.sin (((m : ℝ) + 1) * θ) * ∑ k ∈ range (m + 1),
        (Real.cos θ * (‖t k‖ ^ 2 + ‖t (k + 1)‖ ^ 2) - 2 * ⟪t k, t (k + 1)⟫_ℝ) := by
  induction m with
  | zero => simp
  | succ m ih =>
    have hadd : (((m + 1 : ℕ) : ℝ) + 1) * θ = ((m : ℝ) + 1) * θ + θ := by
      push_cast
      ring
    rw [hadd] at hm ⊢
    have hS : 0 < Real.sin (((m : ℝ) + 1) * θ) :=
      Real.sin_pos_of_pos_of_lt_pi (by positivity) (by linarith)
    have hS' := Real.sin_pos_of_pos_of_lt_pi (by positivity) hm
    have hI := mul_nonneg hS'.le (sub_nonneg.2 (ih (by linarith)))
    -- the square completed when the spin at site `m + 1` is eliminated
    have square : ∀ (a b d : V) (x y z : ℝ), 0 ≤ x ^ 2 * ‖b‖ ^ 2 + y ^ 2 * ‖d‖ ^ 2
        + z ^ 2 * ‖a‖ ^ 2 - 2 * x * y * ⟪b, d⟫_ℝ - 2 * x * z * ⟪a, b⟫_ℝ
        + 2 * y * z * ⟪a, d⟫_ℝ := by
      intro a b d x y z
      have h : 0 ≤ ⟪x • b - y • d - z • a, x • b - y • d - z • a⟫_ℝ :=
        real_inner_self_nonneg
      simp only [inner_sub_left, inner_sub_right, real_inner_smul_left,
        real_inner_smul_right, real_inner_self_eq_norm_sq] at h
      rw [real_inner_comm a b, real_inner_comm a d, real_inner_comm b d] at h
      simp only [norm_smul, mul_pow, Real.norm_eq_abs, sq_abs] at h
      linarith
    have hQ := square (t 0) (t (m + 1)) (t (m + 1 + 1))
      (Real.sin (((m : ℝ) + 1) * θ + θ)) (Real.sin (((m : ℝ) + 1) * θ)) (Real.sin θ)
    have h1 : Real.sin θ ^ 2 * ‖t 0‖ ^ 2 * (Real.sin (((m : ℝ) + 1) * θ) ^ 2
        + Real.cos (((m : ℝ) + 1) * θ) ^ 2 - 1) = 0 := by
      rw [Real.sin_sq_add_cos_sq]
      ring
    have h2 : Real.sin (((m : ℝ) + 1) * θ) ^ 2 * ‖t (m + 1 + 1)‖ ^ 2
        * (Real.sin θ ^ 2 + Real.cos θ ^ 2 - 1) = 0 := by
      rw [Real.sin_sq_add_cos_sq]
      ring
    rw [Finset.sum_range_succ _ (m + 1)]
    refine le_of_mul_le_mul_left ?_ hS
    rw [Real.sin_add] at hI hQ ⊢
    rw [Real.cos_add]
    linarith
```

For the closure, `n` is written as `m + 2`. The identities `h1` and `h2` split off the last and the first squared length, and `h3` splits off the closing bond.

```lean
/-- Vectors of any lengths on a ferromagnetic chain of `n ≥ 2` bonds with the antiperiodic condition
`t n = -t 0` have bond sum at most `cos (π / n)` times the sum of the squared lengths of
`t 0, ..., t (n - 1)`. -/
theorem antiperiodic_bound {n : ℕ} (hn : 2 ≤ n) (t : ℕ → V) (ht : t n = -t 0) :
    ∑ k ∈ range n, ⟪t k, t (k + 1)⟫_ℝ ≤ Real.cos (π / n) * ∑ k ∈ range n, ‖t k‖ ^ 2 := by
  obtain ⟨m, rfl⟩ : ∃ m, n = m + 2 := ⟨n - 2, by omega⟩
  have hpos : 0 < π / ((m + 2 : ℕ) : ℝ) := div_pos Real.pi_pos (by positivity)
  have hfull : ((m : ℝ) + 2) * (π / ((m + 2 : ℕ) : ℝ)) = π := by
    push_cast
    field_simp
  generalize π / ((m + 2 : ℕ) : ℝ) = θ at *
  have hmul : ((m : ℝ) + 1) * θ = π - θ := by linarith
  have hmθ : 0 ≤ (m : ℝ) * θ := by positivity
  have hs : 0 < Real.sin θ := Real.sin_pos_of_pos_of_lt_pi hpos (by linarith)
  have h := open_chain_bound hpos t m (by linarith)
  rw [hmul, Real.sin_pi_sub, Real.cos_pi_sub] at h
  have h' := le_of_mul_le_mul_left h hs
  simp only [Finset.sum_sub_distrib, ← Finset.mul_sum, Finset.sum_add_distrib] at h'
  -- close the chain with the antiperiodic bond
  have h1 : ∑ k ∈ range (m + 2), ‖t k‖ ^ 2
      = ∑ k ∈ range (m + 1), ‖t k‖ ^ 2 + ‖t (m + 1)‖ ^ 2 := Finset.sum_range_succ _ _
  have h2 : ∑ k ∈ range (m + 2), ‖t k‖ ^ 2
      = ∑ k ∈ range (m + 1), ‖t (k + 1)‖ ^ 2 + ‖t 0‖ ^ 2 := Finset.sum_range_succ' _ _
  have h3 : ∑ k ∈ range (m + 2), ⟪t k, t (k + 1)⟫_ℝ
      = ∑ k ∈ range (m + 1), ⟪t k, t (k + 1)⟫_ℝ + ⟪t (m + 1), t (m + 2)⟫_ℝ :=
    Finset.sum_range_succ _ _
  rw [h3, ht, inner_neg_right, real_inner_comm (t 0) (t (m + 1))]
  rw [eq_sub_of_add_eq h1.symm, eq_sub_of_add_eq h2.symm] at h'
  linarith
```

Applied to $t_k=g_ks_k$, this bounds the energy for vectors of any lengths. `e1` shows that the couplings are absorbed, `e2` that lengths are kept.

```lean
/-- On a ring of `n ≥ 2` sites with couplings `1` or `-1` of product `-1`, vectors of any
lengths have energy at least `-cos (π / n)` times the sum of their squared lengths. -/
theorem soft_spin_bound (hn : 2 ≤ n) {J : ZMod n → ℝ} (hJ : ∀ x, J x = 1 ∨ J x = -1)
    (hprod : ∏ x, J x = -1) (s : ZMod n → V) :
    -(Real.cos (π / n) * ∑ x, ‖s x‖ ^ 2) ≤ energy J s := by
  have h := antiperiodic_bound hn (fun k => gauge J k • s (k : ZMod n)) (by
    simp only [gauge_full, hprod]
    simp [gauge])
  -- the gauge transformation absorbs the couplings and keeps the lengths
  have e1 : ∑ k ∈ range n, ⟪gauge J k • s (k : ZMod n),
      gauge J (k + 1) • s ((k + 1 : ℕ) : ZMod n)⟫_ℝ = ∑ x, J x * ⟪s x, s (x + 1)⟫_ℝ := by
    rw [sum_sites]
    refine Finset.sum_congr rfl fun k _ => ?_
    have hg : gauge J (k + 1) = gauge J k * J (k : ZMod n) := Finset.prod_range_succ _ _
    rw [real_inner_smul_left, real_inner_smul_right, hg, Nat.cast_succ]
    linear_combination (J (k : ZMod n) * ⟪s (k : ZMod n), s ((k : ZMod n) + 1)⟫_ℝ)
      * gauge_sq hJ k
  have e2 : ∑ k ∈ range n, ‖gauge J k • s (k : ZMod n)‖ ^ 2 = ∑ x, ‖s x‖ ^ 2 := by
    rw [sum_sites]
    refine Finset.sum_congr rfl fun k _ => ?_
    rw [norm_smul, mul_pow, Real.norm_eq_abs, sq_abs, gauge_sq hJ, one_mul]
  simp only [e1, e2] at h
  unfold energy
  linarith
```

## The spiral's energy

The inner product of two directions is the cosine of their angle difference.

```lean
/-- For orthonormal `e` and `f`, the inner product of two directions in their plane is the
cosine of the angle difference. -/
theorem inner_direction {e f : V} (he : ‖e‖ = 1) (hf : ‖f‖ = 1) (hef : ⟪e, f⟫_ℝ = 0)
    (a b : ℝ) : ⟪direction e f a, direction e f b⟫_ℝ = Real.cos (a - b) := by
  have hfe : ⟪f, e⟫_ℝ = 0 := by rw [real_inner_comm, hef]
  simp only [direction, inner_add_left, inner_add_right, real_inner_smul_left,
    real_inner_smul_right, real_inner_self_eq_norm_sq, he, hf, hef, hfe]
  rw [Real.cos_sub]
  ring
```

Here `hs` extends the formula for the spiral to $k=n$, and `hbond` evaluates each bond.

```lean
/-- For couplings `1` or `-1` of product `-1` and orthonormal `e`, `f`, the spiral has
energy `-n cos (π / n)`. -/
theorem spiral_energy {J : ZMod n → ℝ} (hJ : ∀ x, J x = 1 ∨ J x = -1)
    (hprod : ∏ x, J x = -1) {e f : V} (he : ‖e‖ = 1) (hf : ‖f‖ = 1)
    (hef : ⟪e, f⟫_ℝ = 0) : energy J (spiral J e f) = -(n * Real.cos (π / n)) := by
  have hn0 : (n : ℝ) ≠ 0 := Nat.cast_ne_zero.2 (NeZero.ne n)
  have hπ : (n : ℝ) * (π / n) = π := by field_simp
  -- the formula for the spiral persists at `k = n`, where the ring closes
  have hs : ∀ k : ℕ, k ≤ n → spiral J e f (k : ZMod n)
      = gauge J k • direction e f (k * (π / n)) := by
    intro k hk
    rcases hk.lt_or_eq with h | h
    · rw [spiral, ZMod.val_cast_of_lt h]
    · rw [h, gauge_full, hprod, hπ, ZMod.natCast_self]
      simp [spiral, direction, gauge]
  have hbond : ∀ k ∈ range n, J (k : ZMod n) * ⟪spiral J e f (k : ZMod n),
      spiral J e f ((k : ZMod n) + 1)⟫_ℝ = Real.cos (π / n) := by
    intro k hk
    have hk' := Finset.mem_range.1 hk
    have h2 := hs (k + 1) hk'
    push_cast at h2
    have hg : gauge J (k + 1) = gauge J k * J (k : ZMod n) := Finset.prod_range_succ _ _
    have hJ2 : J (k : ZMod n) ^ 2 = 1 := by
      rcases hJ (k : ZMod n) with h | h <;> rw [h] <;> norm_num
    have ha : (k : ℝ) * (π / n) - ((k : ℝ) + 1) * (π / n) = -(π / n) := by ring
    rw [hs k hk'.le, h2, real_inner_smul_left, real_inner_smul_right,
      inner_direction he hf hef, ha, Real.cos_neg, hg]
    linear_combination (Real.cos (π / n) * J (k : ZMod n) ^ 2) * gauge_sq hJ k
      + Real.cos (π / n) * hJ2
  rw [energy, sum_sites, Finset.sum_congr rfl hbond]
  simp
```

## The minimum and its strict bounds

`IsLeast` says that the value is the energy of some unit-vector configuration and that no such configuration has a lower one. The theorem holds for $n\ge2$ whenever `V` contains two orthonormal vectors, so it includes three-component spins.

```lean
/-- On a ring of `n ≥ 2` sites with couplings `1` or `-1` of product `-1`, the minimum energy
of unit vectors is `-n cos (π / n)` in every real inner product space that contains two
orthonormal vectors. -/
theorem isLeast_energy (hn : 2 ≤ n) {J : ZMod n → ℝ} (hJ : ∀ x, J x = 1 ∨ J x = -1)
    (hprod : ∏ x, J x = -1) {e f : V} (he : ‖e‖ = 1) (hf : ‖f‖ = 1)
    (hef : ⟪e, f⟫_ℝ = 0) :
    IsLeast {E : ℝ | ∃ s : ZMod n → V, (∀ x, ‖s x‖ = 1) ∧ energy J s = E}
      (-(n * Real.cos (π / n))) := by
  constructor
  · refine ⟨spiral J e f, fun x => ?_, spiral_energy hJ hprod he hf hef⟩
    have h : ‖spiral J e f x‖ ^ 2 = 1 := by
      rw [spiral, norm_smul, mul_pow, Real.norm_eq_abs, sq_abs, gauge_sq hJ, one_mul,
        ← real_inner_self_eq_norm_sq, inner_direction he hf hef, sub_self, Real.cos_zero]
    nlinarith [norm_nonneg (spiral J e f x)]
  · rintro E ⟨s, hs, rfl⟩
    have h := soft_spin_bound hn hJ hprod s
    simp only [hs, one_pow, Finset.sum_const, Finset.card_univ, ZMod.card, nsmul_eq_mul,
      mul_one] at h
    linarith
```

The last theorem takes the plane as `EuclideanSpace ℝ (Fin 2)` and adds the two strict inequalities. It compares with the number $-(n-2)$ and does not define Ising spins. It gives a reference energy for testing minimisers on a single isolated ring of classical unit spins with bonds of equal strength, an odd number of them antiferromagnetic. If the couplings are $\pm K$ with $K>0$ and each bond is counted once, the minimum is $-nK\cos(\pi/n)$, because the energy is linear in the couplings. Applying it to a magnetic molecule or material involves further modelling assumptions: quantum spin operators are replaced by classical vectors of fixed length, and the energy keeps only isotropic nearest-neighbour exchange, without anisotropy or an applied field.

```lean
/-- Frustrated ring of `n ≥ 3` unit vectors in the plane, with couplings `1` or `-1` of
product `-1`: the minimum energy is `-n cos (π / n)`, strictly above `-n` and strictly
below `-(n - 2)`. -/
theorem frustrated_planar_ring (hn : 3 ≤ n) {J : ZMod n → ℝ}
    (hJ : ∀ x, J x = 1 ∨ J x = -1) (hprod : ∏ x, J x = -1) :
    IsLeast {E : ℝ | ∃ s : ZMod n → EuclideanSpace ℝ (Fin 2),
        (∀ x, ‖s x‖ = 1) ∧ energy J s = E} (-(n * Real.cos (π / n)))
      ∧ -(n : ℝ) < -(n * Real.cos (π / n))
      ∧ -(n * Real.cos (π / n)) < -((n : ℝ) - 2) := by
  refine ⟨isLeast_energy (by omega) hJ hprod (e := EuclideanSpace.single 0 1)
    (f := EuclideanSpace.single 1 1) (by simp) (by simp)
    (by simp [EuclideanSpace.inner_single_left]), ?_⟩
  have hn3 : (3 : ℝ) ≤ n := by exact_mod_cast hn
  have hn0 : (0 : ℝ) < n := by linarith
  have hx : 0 < π / (n : ℝ) := div_pos Real.pi_pos hn0
  have hnx : (n : ℝ) * (π / n) = π := by field_simp
  generalize π / (n : ℝ) = x at *
  have hx3 : 3 * x ≤ π := by nlinarith
  constructor
  · have hc : Real.cos x < Real.cos 0 :=
      Real.cos_lt_cos_of_nonneg_of_le_pi le_rfl (by linarith) hx
    rw [Real.cos_zero] at hc
    nlinarith
  · -- the parabola below the cosine suffices, since `π ^ 2 < 12`
    have hc := mul_le_mul_of_nonneg_left (Real.one_sub_sq_div_two_le_cos (x := x)) hn0.le
    have he : (n : ℝ) * (1 - x ^ 2 / 2) = n - π * x / 2 := by
      linear_combination (-x / 2) * hnx
    have hpp : π * π < 12 := by nlinarith [Real.pi_lt_d2, Real.pi_pos]
    have hpx : π * (3 * x) ≤ π * π := mul_le_mul_of_nonneg_left hx3 Real.pi_pos.le
    linarith

end

end FrustratedVectorRing
```

```lean
#print axioms FrustratedVectorRing.frustrated_planar_ring
```

```
'FrustratedVectorRing.frustrated_planar_ring' depends on axioms: [propext, Classical.choice, Quot.sound]
```
